# Spinless p4mm bands: compatible irrep multiplicities at Γ, X and M form a lattice of rank 9

In a planar crystal with symmetry p4mm, spinless bands carry five possible irrep labels at Γ, four at X and five at M. The integer multiplicities of these labels form a lattice of rank 14. Those with equal total dimension at the three points and equal mirror traces along Γ–X, X–M and M–Γ form a submodule of rank 9.

## Mirrors that link Γ, X and M

Take a group of bands that is separated in energy from all others along the path Γ–X–M–Γ. Which irreps can it have at the three corners?

Each line of the path is preserved by a mirror that maps every wave vector on it to itself, up to a reciprocal lattice vector. Without spin this mirror has eigenvalues +1 (even) and −1 (odd). The trace of the mirror over the group of bands is an integer and varies continuously along the line, so it is constant. The number of bands is constant too.

At Γ and M the little co-group is C4v, with irreps A1, A2, B1, B2, E. The axial mirror σ_v has characters (1, −1, 1, −1, 0) and the diagonal mirror σ_d has (1, −1, −1, 1, 0). At X it is C2v, with irreps A1, A2, B1, B2. The mirror that preserves Γ–X has characters (1, −1, 1, −1) there, and the one that preserves X–M has (1, −1, −1, 1). Books differ on which irrep is called B1 and which B2; these characters fix the choice.

## The rules as integer equations

Let g₀,…,g₄, x₀,…,x₃ and m₀,…,m₄ be the multiplicities at Γ, X and M, in the order of the irreps above. In Lean they are functions `g`, `x` and `m` on `Fin 5`, `Fin 4` and `Fin 5`, and `Bands` is the type of all such triples. A dimension or trace is a dot product, written `⬝ᵥ`, with a fixed vector such as `sigmaV`.

`Compatible g x m` consists of five equations: two for the dimensions and one for each mirror trace. `compatibleBands` is the submodule of their solutions, and `rank_compatibleBands` gives the ranks 14 and 9. Negative entries are allowed here and stand for formal differences of band groups.

Two further theorems require nonnegative multiplicities where these are unknown:

- `single_band_from_A1`: a single band with A1 at Γ has either A1 at X and A1 at M, or B1 at X and B2 at M.
- `doublet_to_doublet`: two bands that form E at Γ and at M have either A1 and A2, or B1 and B2, at X.

The Lean model starts from the five equations. That a real group of bands obeys them rests on the continuity argument above, and so on the energy separation along the path. Whether a given solution is realised by some Hamiltonian is a separate question.

For spinless bands in this one plane group, the equations can be used to check irrep labels from an electronic-structure calculation: if the labels found for a group of bands, named by the characters above and with the same origin at all three points, violate them, then either a label is wrong or the group touches other bands somewhere on the path.

## Counting even and odd bands

With N bands and mirror trace t, there are (N + t)/2 even and (N − t)/2 odd bands. The irrep E contributes one of each. Equal N and t at both ends of a line therefore mean equal even and odd counts:

Γ–X: g₀ + g₂ + g₄ = x₀ + x₂, g₁ + g₃ + g₄ = x₁ + x₃

X–M: x₀ + x₃ = m₀ + m₂ + m₄, x₁ + x₂ = m₁ + m₃ + m₄

M–Γ: m₀ + m₃ + m₄ = g₀ + g₃ + g₄, m₁ + m₂ + m₄ = g₁ + g₂ + g₄

Conversely, adding and subtracting the two equations of a line returns its dimension and trace conditions.

Now choose all five gᵢ together with x₀, x₁, m₀ and m₄ freely. The Γ–X equations give

x₂ = g₀ + g₂ + g₄ − x₀
x₃ = g₁ + g₃ + g₄ − x₁

The even equations of M–Γ and X–M give

m₃ = g₀ + g₃ + g₄ − m₀ − m₄
m₂ = x₀ + x₃ − m₀ − m₄ = x₀ + g₁ + g₃ + g₄ − x₁ − m₀ − m₄

The odd equation of X–M gives

m₁ = x₁ + x₂ − m₃ − m₄ = g₂ − g₃ − x₀ + x₁ + m₀

The sixth equation then holds by itself, since m₁ + m₂ + m₄ = g₁ + g₂ + g₄ on substitution. No division occurs, so every choice of nine integers gives exactly one integer solution. The rank is 9.

## One band, and one doublet

For a single band with A1 at Γ, the odd count on Γ–X is x₁ + x₃ = 0, and on M–Γ it is m₁ + m₂ + m₄ = 0. All five numbers vanish because none is negative. What remains is x₀ + x₂ = 1, m₀ = x₀ and m₃ = x₂. The cases x₀ = 1 and x₀ = 0 are the two listed.

For E at both Γ and M, all four counts at X equal 1. Hence x₁ = x₀ and x₂ = x₃ = 1 − x₀. Nonnegativity leaves x₀ = 1 or x₀ = 0.

## The complete Lean file

```lean
import Mathlib

open Matrix

namespace P4mmCompatibility

/-- Integer multiplicities of the irreps at Γ (A1, A2, B1, B2, E), at X (A1, A2, B1, B2)
and at M (A1, A2, B1, B2, E), in this order. -/
abbrev Bands := (Fin 5 → ℤ) × (Fin 4 → ℤ) × (Fin 5 → ℤ)

/-- Dimensions of the C4v irreps A1, A2, B1, B2, E. -/
def dimC4v : Fin 5 → ℤ := ![1, 1, 1, 1, 2]

/-- Characters of the axial mirror σ_v in the C4v irreps A1, A2, B1, B2, E. -/
def sigmaV : Fin 5 → ℤ := ![1, -1, 1, -1, 0]

/-- Characters of the diagonal mirror σ_d in the C4v irreps A1, A2, B1, B2, E. -/
def sigmaD : Fin 5 → ℤ := ![1, -1, -1, 1, 0]

/-- Dimensions of the C2v irreps A1, A2, B1, B2. -/
def dimC2v : Fin 4 → ℤ := ![1, 1, 1, 1]

/-- Characters at X of the mirror that preserves the line Γ–X, for A1, A2, B1, B2. -/
def mirrorGX : Fin 4 → ℤ := ![1, -1, 1, -1]

/-- Characters at X of the mirror that preserves the line X–M, for A1, A2, B1, B2. -/
def mirrorXM : Fin 4 → ℤ := ![1, -1, -1, 1]

/-- Compatibility of the multiplicities `g` at Γ, `x` at X and `m` at M: equal total dimension
at the three points, and equal mirror traces at the two ends of Γ–X, X–M and M–Γ. -/
def Compatible (g : Fin 5 → ℤ) (x : Fin 4 → ℤ) (m : Fin 5 → ℤ) : Prop :=
  g ⬝ᵥ dimC4v = x ⬝ᵥ dimC2v ∧ x ⬝ᵥ dimC2v = m ⬝ᵥ dimC4v ∧
  g ⬝ᵥ sigmaV = x ⬝ᵥ mirrorGX ∧ x ⬝ᵥ mirrorXM = m ⬝ᵥ sigmaV ∧
  m ⬝ᵥ sigmaD = g ⬝ᵥ sigmaD

/-- The submodule of all integer multiplicities that obey the compatibility relations. -/
def compatibleBands : Submodule ℤ Bands where
  carrier := {b | Compatible b.1 b.2.1 b.2.2}
  zero_mem' := by simp [Compatible]
  add_mem' := by
    intro a b ha hb
    simp only [Set.mem_ofPred_eq, Compatible, Prod.fst_add, Prod.snd_add,
      add_dotProduct] at ha hb ⊢
    omega
  smul_mem' := by
    rintro c b ⟨h1, h2, h3, h4, h5⟩
    simp only [Set.mem_ofPred_eq, Compatible, Prod.smul_fst, Prod.smul_snd,
      smul_dotProduct, h1, h2, h3, h4, h5, and_self]

/-- Multiplicities are compatible exactly when the numbers of mirror-even and of mirror-odd
bands agree at the two ends of each of the lines Γ–X, X–M and M–Γ. -/
theorem compatible_iff_parity (g : Fin 5 → ℤ) (x : Fin 4 → ℤ) (m : Fin 5 → ℤ) :
    Compatible g x m ↔
      (g 0 + g 2 + g 4 = x 0 + x 2 ∧ g 1 + g 3 + g 4 = x 1 + x 3) ∧
      (x 0 + x 3 = m 0 + m 2 + m 4 ∧ x 1 + x 2 = m 1 + m 3 + m 4) ∧
      (m 0 + m 3 + m 4 = g 0 + g 3 + g 4 ∧ m 1 + m 2 + m 4 = g 1 + g 2 + g 4) := by
  simp only [Compatible, dimC4v, dimC2v, sigmaV, sigmaD, mirrorGX, mirrorXM,
    dotProduct, Fin.sum_univ_five, Fin.sum_univ_four, Matrix.cons_val]
  constructor <;> intro h <;> and_intros <;> omega

/-- A list of four multiplicities is fixed by its entries. -/
theorem eq_vec4 (x : Fin 4 → ℤ) (a b c d : ℤ) :
    x = ![a, b, c, d] ↔ x 0 = a ∧ x 1 = b ∧ x 2 = c ∧ x 3 = d := by
  constructor
  · rintro rfl
    exact ⟨rfl, rfl, rfl, rfl⟩
  · rintro ⟨h0, h1, h2, h3⟩
    funext i
    fin_cases i
    exacts [h0, h1, h2, h3]

/-- A list of five multiplicities is fixed by its entries. -/
theorem eq_vec5 (x : Fin 5 → ℤ) (a b c d e : ℤ) :
    x = ![a, b, c, d, e] ↔ x 0 = a ∧ x 1 = b ∧ x 2 = c ∧ x 3 = d ∧ x 4 = e := by
  constructor
  · rintro rfl
    exact ⟨rfl, rfl, rfl, rfl, rfl⟩
  · rintro ⟨h0, h1, h2, h3, h4⟩
    funext i
    fin_cases i
    exacts [h0, h1, h2, h3, h4]

/-- Nine of the fourteen multiplicities: all five at Γ, A1 and A2 at X, A1 and E at M. -/
def nineLabels (b : Bands) : Fin 9 → ℤ :=
  ![b.1 0, b.1 1, b.1 2, b.1 3, b.1 4, b.2.1 0, b.2.1 1, b.2.2 0, b.2.2 4]

/-- Fills in the five remaining multiplicities from the nine chosen ones by matching
the mirror-even and mirror-odd bands along the lines. -/
def reconstruct (c : Fin 9 → ℤ) : Bands :=
  (![c 0, c 1, c 2, c 3, c 4],
   ![c 5, c 6, c 0 + c 2 + c 4 - c 5, c 1 + c 3 + c 4 - c 6],
   ![c 7, c 2 - c 3 - c 5 + c 6 + c 7, c 5 + c 1 + c 3 + c 4 - c 6 - c 7 - c 8,
     c 0 + c 3 + c 4 - c 7 - c 8, c 8])

/-- Any nine integers, taken as the nine chosen multiplicities, extend to a compatible set. -/
theorem reconstruct_compatible (c : Fin 9 → ℤ) :
    Compatible (reconstruct c).1 (reconstruct c).2.1 (reconstruct c).2.2 := by
  rw [compatible_iff_parity]
  and_intros <;> simp only [reconstruct, Matrix.cons_val] <;> omega

/-- A compatible set of multiplicities is recovered from its nine chosen ones. -/
theorem reconstruct_nineLabels {g : Fin 5 → ℤ} {x : Fin 4 → ℤ} {m : Fin 5 → ℤ}
    (h : Compatible g x m) : reconstruct (nineLabels (g, x, m)) = (g, x, m) := by
  rw [compatible_iff_parity] at h
  simp only [reconstruct, nineLabels, Matrix.cons_val, Prod.mk.injEq]
  refine ⟨((eq_vec5 g _ _ _ _ _).2 ?_).symm, ((eq_vec4 x _ _ _ _).2 ?_).symm,
    ((eq_vec5 m _ _ _ _ _).2 ?_).symm⟩ <;> and_intros <;> omega

/-- The nine chosen multiplicities are integer coordinates on the compatible sets. -/
def coordinates : compatibleBands ≃ₗ[ℤ] (Fin 9 → ℤ) where
  toFun b := nineLabels b.1
  map_add' a b := by
    ext i
    fin_cases i <;> rfl
  map_smul' c b := by
    ext i
    fin_cases i <;> rfl
  invFun c := ⟨reconstruct c, reconstruct_compatible c⟩
  left_inv b := Subtype.ext (reconstruct_nineLabels b.2)
  right_inv c := by
    ext i
    fin_cases i <;> rfl

/-- For p4mm the irrep multiplicities at Γ, X and M form a lattice of rank 14, and those
that obey the compatibility relations form a submodule of rank 9. -/
theorem rank_compatibleBands :
    Module.finrank ℤ Bands = 14 ∧ Module.finrank ℤ compatibleBands = 9 := by
  constructor
  · simp [Bands]
  · rw [coordinates.finrank_eq]
    simp

/-- With nonnegative multiplicities at X and M, a single band with A1 at Γ is compatible
exactly when it has A1 at X and A1 at M, or B1 at X and B2 at M. -/
theorem single_band_from_A1 (x : Fin 4 → ℤ) (m : Fin 5 → ℤ)
    (hx : ∀ i, 0 ≤ x i) (hm : ∀ i, 0 ≤ m i) :
    Compatible ![1, 0, 0, 0, 0] x m ↔
      (x = ![1, 0, 0, 0] ∧ m = ![1, 0, 0, 0, 0]) ∨
      (x = ![0, 0, 1, 0] ∧ m = ![0, 0, 0, 1, 0]) := by
  have x0 := hx 0
  have x1 := hx 1
  have x2 := hx 2
  have x3 := hx 3
  have m1 := hm 1
  have m2 := hm 2
  have m4 := hm 4
  simp only [compatible_iff_parity, eq_vec4, eq_vec5, Matrix.cons_val]
  constructor
  · intro h
    -- the single state at X is either A1 or B1
    have hc : x 0 = 1 ∨ x 0 = 0 := by omega
    rcases hc with hc | hc
    · left
      and_intros <;> omega
    · right
      and_intros <;> omega
  · rintro (h | h) <;> and_intros <;> omega

/-- With nonnegative multiplicities at X, two bands that form an E doublet at Γ and at M
are compatible exactly when they have A1 and A2, or B1 and B2, at X. -/
theorem doublet_to_doublet (x : Fin 4 → ℤ) (hx : ∀ i, 0 ≤ x i) :
    Compatible ![0, 0, 0, 0, 1] x ![0, 0, 0, 0, 1] ↔
      x = ![1, 1, 0, 0] ∨ x = ![0, 0, 1, 1] := by
  have x0 := hx 0
  have x2 := hx 2
  simp only [compatible_iff_parity, eq_vec4, Matrix.cons_val, and_true]
  constructor
  · intro h
    have hc : x 0 = 1 ∨ x 0 = 0 := by omega
    rcases hc with hc | hc
    · left
      and_intros <;> omega
    · right
      and_intros <;> omega
  · rintro (h | h) <;> and_intros <;> omega

end P4mmCompatibility
```

```lean
#print axioms P4mmCompatibility.rank_compatibleBands
#print axioms P4mmCompatibility.single_band_from_A1
#print axioms P4mmCompatibility.doublet_to_doublet
```

```
'P4mmCompatibility.rank_compatibleBands' depends on axioms: [propext, Classical.choice, Quot.sound]
'P4mmCompatibility.single_band_from_A1' depends on axioms: [propext, Classical.choice, Quot.sound]
'P4mmCompatibility.doublet_to_doublet' depends on axioms: [propext, Classical.choice, Quot.sound]
```

## From parity counts to the rank

`compatible_iff_parity` expands the dot products and passes to the six counting equations. The tactic `omega`, which handles linear integer arithmetic, does the additions and the halving.

`nineLabels` reads off the free integers and `reconstruct` contains the solved formulas. `reconstruct_compatible` checks that these satisfy all six equations, and `reconstruct_nineLabels` that they return every compatible set. The lemmas `eq_vec4` and `eq_vec5` split an equality of vectors into its entries.

In the last two theorems, `omega` first derives that x₀ is 1 or 0, and `rcases` then separates the cases as above.

## Why a linear equivalence over ℤ

The rank follows from `coordinates`, of type `compatibleBands ≃ₗ[ℤ] (Fin 9 → ℤ)`. Such an object contains a map, proofs that it respects sums and integer multiples, an inverse map, and proofs that the two undo each other. `coordinates.finrank_eq` then carries the rank of ℤ⁹ over to the submodule.

This particular equivalence says more than the number 9, because its map `nineLabels` simply reads off nine of the multiplicities. Every choice of nine integers therefore occurs, for exactly one compatible set. The rank alone would not show this: the vectors in ℤ⁹ with even first entry also form a lattice of rank 9, and one that is linearly equivalent to ℤ⁹, but their entries miss some integer vectors.

## A pair that is E at Γ but not at M

As an exercise in the same counting, let two bands form E at Γ and have A1 and B2 at X. Both are then even along X–M, so M can hold only A1 and B1. Along M–Γ one band is even and one odd, which requires one of each. The pair cannot form E at M.
